# For N ≥ 1 flux quanta on a torus, the lowest-Landau-level coefficient recursion has exactly N independent solutions

Let N ≥ 1 be an integer and τ a complex number with Im τ > 0. The complex sequences c on the integers that satisfy c(n+N) = exp(iπτ(2n+N)) c(n) for every n form a vector space of dimension N, and each of them is absolutely summable.

```lean
import Mathlib

open Complex (I)
open scoped Real

namespace LandauTorusCoefficients

noncomputable section

/-- The space of sequences on the integers with
`c (n + N) = exp (i π τ (2 n + N)) c n`, for `N` flux quanta and torus modulus `τ`. -/
def coeffSpace (N : ℕ) (τ : ℂ) : Submodule ℂ (ℤ → ℂ) where
  carrier := {c | ∀ n : ℤ, c (n + N) = Complex.exp (π * I * τ * (2 * n + N)) * c n}
  add_mem' := by
    intro a b ha hb n
    have h1 := ha n
    have h2 := hb n
    simp only [Pi.add_apply]
    rw [h1, h2]
    ring
  zero_mem' := by
    intro n
    simp
  smul_mem' := by
    intro k a ha n
    have h1 := ha n
    simp only [Pi.smul_apply, smul_eq_mul]
    rw [h1]
    ring

/-- The sequence `exp (i π τ n² / N) d (n mod N)` built from one amplitude `d` for each
residue class modulo `N`. -/
def gaussianMap (N : ℕ) (τ : ℂ) : (ZMod N → ℂ) →ₗ[ℂ] (ℤ → ℂ) where
  toFun d := fun n => Complex.exp (π * I * τ * (n : ℂ) ^ 2 / N) * d (n : ZMod N)
  map_add' := by
    intro a b
    funext n
    simp only [Pi.add_apply]
    ring
  map_smul' := by
    intro k a
    funext n
    simp only [Pi.smul_apply, smul_eq_mul, RingHom.id_apply]
    ring

/-- The Fourier series `∑ c n exp (2 π i n z)` on the complex plane. -/
def fourierState (c : ℤ → ℂ) (z : ℂ) : ℂ :=
  ∑' n : ℤ, c n * Complex.exp (2 * π * I * n * z)

/-- Different amplitudes on the residue classes give different sequences. -/
theorem gaussianMap_injective (N : ℕ) (τ : ℂ) : Function.Injective (gaussianMap N τ) := by
  intro a b hab
  funext r
  obtain ⟨n, rfl⟩ := ZMod.intCast_surjective r
  exact mul_left_cancel₀ (Complex.exp_ne_zero _) (congrFun hab n)

/-- For `N ≠ 0` the solutions of the recursion are exactly the Gaussian sequences with amplitudes
that depend only on `n` modulo `N`. -/
theorem range_gaussianMap (N : ℕ) [NeZero N] (τ : ℂ) :
    LinearMap.range (gaussianMap N τ) = coeffSpace N τ := by
  have hN : (N : ℂ) ≠ 0 := Nat.cast_ne_zero.2 (NeZero.ne N)
  ext c
  constructor
  · rintro ⟨d, rfl⟩
    show ∀ n : ℤ, Complex.exp (π * I * τ * ((n + N : ℤ) : ℂ) ^ 2 / N) * d ((n + N : ℤ) : ZMod N)
      = Complex.exp (π * I * τ * (2 * n + N)) *
        (Complex.exp (π * I * τ * (n : ℂ) ^ 2 / N) * d (n : ZMod N))
    intro n
    have hd : ((n + N : ℤ) : ZMod N) = (n : ZMod N) := by simp
    rw [hd, ← mul_assoc, ← Complex.exp_add]
    congr 2
    push_cast
    field_simp
    ring
  · intro hc
    have hc' : ∀ n : ℤ, c (n + N) = Complex.exp (π * I * τ * (2 * n + N)) * c n := hc
    -- dividing by the Gaussian leaves a periodic sequence
    let h : ℤ → ℂ := fun n => Complex.exp (-(π * I * τ * (n : ℂ) ^ 2 / N)) * c n
    have hp : Function.Periodic h (N : ℤ) := by
      intro n
      show Complex.exp (-(π * I * τ * ((n + N : ℤ) : ℂ) ^ 2 / N)) * c (n + N)
        = Complex.exp (-(π * I * τ * (n : ℂ) ^ 2 / N)) * c n
      rw [hc' n, ← mul_assoc, ← Complex.exp_add]
      congr 2
      push_cast
      field_simp
      ring
    refine ⟨fun r => h (r.val : ℤ), ?_⟩
    funext n
    show Complex.exp (π * I * τ * (n : ℂ) ^ 2 / N) * h (((n : ZMod N).val : ℕ) : ℤ) = c n
    have hmod : h (n % (N : ℤ)) = h n := by
      have h1 := hp.int_mul (n / (N : ℤ)) (n % (N : ℤ))
      have h2 : n % (N : ℤ) + (n / (N : ℤ)) * (N : ℤ) = n := by
        rw [Int.emod_def]
        ring
      rw [Int.cast_id, h2] at h1
      exact h1.symm
    rw [ZMod.val_intCast, hmod]
    show Complex.exp (π * I * τ * (n : ℂ) ^ 2 / N) *
      (Complex.exp (-(π * I * τ * (n : ℂ) ^ 2 / N)) * c n) = c n
    rw [← mul_assoc, ← Complex.exp_add, add_neg_cancel, Complex.exp_zero, one_mul]

/-- For `Im τ > 0` the Fourier series of every solution of the recursion converges
absolutely at every point of the complex plane. -/
theorem summable_fourier (N : ℕ) [NeZero N] {τ : ℂ} (hτ : 0 < τ.im) {c : ℤ → ℂ}
    (hc : c ∈ coeffSpace N τ) (z : ℂ) :
    Summable fun n : ℤ => ‖c n * Complex.exp (2 * π * I * n * z)‖ := by
  rw [← range_gaussianMap] at hc
  obtain ⟨d, rfl⟩ := hc
  have him : 0 < (τ / (N : ℂ)).im := by
    rw [Complex.div_natCast_im]
    exact div_pos hτ (Nat.cast_pos.2 (NeZero.pos N))
  -- compare with a Jacobi theta series of modulus τ / N
  have hs := ((summable_jacobiTheta₂_term_iff z (τ / N)).2 him).norm.mul_left (∑ r, ‖d r‖)
  refine Summable.of_nonneg_of_le (fun n => norm_nonneg _) (fun n => ?_) hs
  have e : gaussianMap N τ d n * Complex.exp (2 * π * I * n * z)
      = d (n : ZMod N) * jacobiTheta₂_term n z (τ / N) := by
    show Complex.exp (π * I * τ * (n : ℂ) ^ 2 / N) * d (n : ZMod N) *
      Complex.exp (2 * π * I * n * z) = _
    rw [jacobiTheta₂_term, Complex.exp_add]
    have e1 : (π * I * (n : ℂ) ^ 2 * (τ / N) : ℂ) = π * I * τ * (n : ℂ) ^ 2 / N := by ring
    rw [e1]
    ring
  rw [e, norm_mul]
  exact mul_le_mul_of_nonneg_right
    (Finset.single_le_sum (f := fun r => ‖d r‖) (fun r _ => norm_nonneg _) (Finset.mem_univ _))
    (norm_nonneg _)

/-- A Fourier series that converges absolutely, with sum zero, at every real point has only zero
coefficients. -/
theorem fourier_coeff_eq_zero {b : ℤ → ℂ}
    (h : ∀ x : ℝ, HasSum (fun n : ℤ => b n * Complex.exp (2 * π * I * n * x)) 0) (m : ℤ) :
    b m = 0 := by
  have hb : Summable fun n => ‖b n‖ := by simpa using (h 0).summable.norm
  -- project on the m-th plane wave and integrate term by term
  have hs : HasSum (fun n : ℤ => ∫ x in (0 : ℝ)..1, b n * Complex.exp (2 * π * I * (n - m) * x))
      (∫ _x in (0 : ℝ)..1, (0 : ℂ)) := by
    refine intervalIntegral.hasSum_integral_of_dominated_convergence
      (fun n _ => ‖b n‖) ?_ ?_ ?_ ?_ ?_
    · intro n
      have hcont : Continuous fun x : ℝ => b n * Complex.exp (2 * π * I * (n - m) * x) := by
        fun_prop
      exact hcont.aestronglyMeasurable
    · intro n
      refine Filter.Eventually.of_forall fun x _ => ?_
      have e : ‖b n * Complex.exp (2 * π * I * (n - m) * x)‖ = ‖b n‖ := by
        have e1 : (2 * π * I * (n - m) * x : ℂ) = ((2 * π * (n - m) * x : ℝ) : ℂ) * I := by
          push_cast
          ring
        rw [norm_mul, e1, Complex.norm_exp_ofReal_mul_I, mul_one]
      exact e.le
    · exact Filter.Eventually.of_forall fun _ _ => hb
    · exact continuous_const.intervalIntegrable _ _
    · refine Filter.Eventually.of_forall fun x _ => ?_
      have h1 := (h x).mul_right (Complex.exp (-(2 * π * I * m * x)))
      rw [zero_mul] at h1
      have e : (fun n : ℤ => b n * Complex.exp (2 * π * I * (n - m) * x)) = fun n : ℤ =>
          b n * Complex.exp (2 * π * I * n * x) * Complex.exp (-(2 * π * I * m * x)) := by
        funext n
        rw [mul_assoc (b n), ← Complex.exp_add]
        congr 2
        ring
      rw [← e] at h1
      exact h1
  have h1 := hasSum_single
    (f := fun n : ℤ => ∫ x in (0 : ℝ)..1, b n * Complex.exp (2 * π * I * (n - m) * x)) m (by
      intro n hn
      have hne : (2 * π * I * (n - m) : ℂ) ≠ 0 :=
        mul_ne_zero Complex.two_pi_I_ne_zero (sub_ne_zero.2 (by exact_mod_cast hn))
      have e1 : Complex.exp (2 * π * I * (n - m)) = 1 :=
        Complex.exp_eq_one_iff.2 ⟨n - m, by push_cast; ring⟩
      show ∫ x in (0 : ℝ)..1, b n * Complex.exp (2 * π * I * (n - m) * x) = 0
      rw [intervalIntegral.integral_const_mul, integral_exp_mul_complex hne,
        Complex.ofReal_one, Complex.ofReal_zero, mul_one, mul_zero, e1, Complex.exp_zero,
        sub_self, zero_div, mul_zero])
  have h2 := h1.unique hs
  simpa using h2

/-- A Fourier series that converges absolutely at every complex point obeys the magnetic boundary
condition of `N` flux quanta along `τ` if and only if its coefficients satisfy the recursion. -/
theorem mem_coeffSpace_iff_boundary (N : ℕ) (τ : ℂ) {c : ℤ → ℂ}
    (h : ∀ z : ℂ, Summable fun n : ℤ => c n * Complex.exp (2 * π * I * n * z)) :
    c ∈ coeffSpace N τ ↔ ∀ z : ℂ, fourierState c (z + τ) =
      Complex.exp (-(π * I * N * τ) - 2 * π * I * N * z) * fourierState c z := by
  -- the mismatch in the boundary condition is itself a Fourier series
  have key : ∀ z : ℂ, HasSum (fun m : ℤ => (c m * Complex.exp (2 * π * I * m * τ)
      - Complex.exp (-(π * I * N * τ)) * c (m + N)) * Complex.exp (2 * π * I * m * z))
      (fourierState c (z + τ) -
        Complex.exp (-(π * I * N * τ) - 2 * π * I * N * z) * fourierState c z) := by
    intro z
    have h1 := (h (z + τ)).hasSum
    have h2 := (h z).hasSum.mul_left (Complex.exp (-(π * I * N * τ) - 2 * π * I * N * z))
    have h3 := (Equiv.addRight (N : ℤ)).hasSum_iff.2 h2
    have e : (fun m : ℤ => (c m * Complex.exp (2 * π * I * m * τ)
        - Complex.exp (-(π * I * N * τ)) * c (m + N)) * Complex.exp (2 * π * I * m * z))
        = fun m : ℤ => c m * Complex.exp (2 * π * I * m * (z + τ)) -
          Complex.exp (-(π * I * N * τ) - 2 * π * I * N * z) *
            (c (m + N) * Complex.exp (2 * π * I * ((m + N : ℤ) : ℂ) * z)) := by
      funext m
      have e1 : Complex.exp (2 * π * I * m * (z + τ))
          = Complex.exp (2 * π * I * m * τ) * Complex.exp (2 * π * I * m * z) := by
        rw [← Complex.exp_add]
        congr 1
        ring
      have e2 : Complex.exp (-(π * I * N * τ) - 2 * π * I * N * z) *
          Complex.exp (2 * π * I * ((m + N : ℤ) : ℂ) * z)
          = Complex.exp (-(π * I * N * τ)) * Complex.exp (2 * π * I * m * z) := by
        rw [← Complex.exp_add, ← Complex.exp_add]
        congr 1
        push_cast
        ring
      linear_combination (-c m) * e1 + c (m + N) * e2
    rw [e]
    exact h1.sub h3
  have e : ∀ m : ℤ, Complex.exp (π * I * τ * (2 * m + N)) * Complex.exp (-(π * I * N * τ))
      = Complex.exp (2 * π * I * m * τ) := by
    intro m
    rw [← Complex.exp_add]
    congr 1
    ring
  constructor
  · intro hc z
    have hc' : ∀ n : ℤ, c (n + N) = Complex.exp (π * I * τ * (2 * n + N)) * c n := hc
    have h0 : (fun m : ℤ => (c m * Complex.exp (2 * π * I * m * τ)
        - Complex.exp (-(π * I * N * τ)) * c (m + N)) * Complex.exp (2 * π * I * m * z))
        = fun _ => 0 := by
      funext m
      rw [hc' m]
      linear_combination (-c m * Complex.exp (2 * π * I * m * z)) * e m
    have h1 := key z
    rw [h0] at h1
    exact sub_eq_zero.1 (h1.unique hasSum_zero)
  · intro hz
    show ∀ n : ℤ, c (n + N) = Complex.exp (π * I * τ * (2 * n + N)) * c n
    intro m
    have hb := fourier_coeff_eq_zero (b := fun m : ℤ => c m * Complex.exp (2 * π * I * m * τ)
      - Complex.exp (-(π * I * N * τ)) * c (m + N)) (fun x => by
        have h1 := key (x : ℂ)
        rw [sub_eq_zero.2 (hz (x : ℂ))] at h1
        exact h1) m
    apply mul_left_cancel₀ (Complex.exp_ne_zero (-(π * I * N * τ)))
    linear_combination -hb - c m * e m

/-- For `N ≥ 1` flux quanta and `Im τ > 0`, the solutions of the recursion form a space of
dimension `N`, and each of them is absolutely summable. -/
theorem finrank_coeffSpace_and_summable (N : ℕ) (hN : 1 ≤ N) {τ : ℂ} (hτ : 0 < τ.im) :
    Module.finrank ℂ (coeffSpace N τ) = N ∧
      ∀ c ∈ coeffSpace N τ, Summable fun n : ℤ => ‖c n‖ := by
  have : NeZero N := ⟨by omega⟩
  constructor
  · rw [← range_gaussianMap, LinearMap.finrank_range_of_inj (gaussianMap_injective N τ),
      Module.finrank_fintype_fun_eq_card, ZMod.card]
  · intro c hc
    simpa using summable_fourier N hτ hc 0

end

end LandauTorusCoefficients
```

```lean
#print axioms LandauTorusCoefficients.mem_coeffSpace_iff_boundary
#print axioms LandauTorusCoefficients.finrank_coeffSpace_and_summable
```

```
'LandauTorusCoefficients.mem_coeffSpace_iff_boundary' depends on axioms: [propext, Classical.choice, Quot.sound]
'LandauTorusCoefficients.finrank_coeffSpace_and_summable' depends on axioms: [propext, Classical.choice, Quot.sound]
```

## The recursion and its solution space

`coeffSpace N τ` is the set of all functions `ℤ → ℂ` that satisfy the recursion, together with the proof that it is a complex subspace. No decay is built into the definition. Summability is therefore a consequence of the recursion and of Im τ > 0.

The theorem `finrank_coeffSpace_and_summable` has two parts. The first says that `Module.finrank ℂ (coeffSpace N τ)` equals N. Lean's `finrank` is also 0 for infinite-dimensional spaces, but here the value is at least 1, so the space really is finite-dimensional. The second part says that ∑ |c(n)|, taken over all integers, converges for every solution.

Each hypothesis is needed for one part:

- For τ = 0 and N = 1 the recursion reads c(n+1) = c(n). Its solutions are the constant sequences, which still form a space of dimension 1, but the nonzero ones are not summable.
- For N = 0 and τ = i it reads c(n) = exp(−2πn) c(n). This forces c(n) = 0 for n ≠ 0 and leaves c(0) free, so the dimension is 1 and not 0.

## Magnetic boundary conditions on the torus

Take the torus with periods 1 and τ, threaded by a uniform field with N flux quanta. In a Landau gauge, and for one of the two directions of the field, a lowest-level state of one electron can be written as

ψ(z) = exp(−πN (Im z)² / Im τ) f(z)

with f holomorphic. The magnetic translations by the two periods then require, for zero boundary twist,

f(z+1) = f(z)

f(z+τ) = exp(−iπNτ − 2πiNz) f(z).

The modulus of the factor in the second condition cancels the change of the Gaussian, so ψ itself only acquires a phase.

The file works with f through its Fourier series, `fourierState c z`, which is

f(z) = ∑ c(n) exp(2πinz).

Period 1 is automatic. The theorem `mem_coeffSpace_iff_boundary` says that, if this series converges absolutely at every complex z, the condition along τ holds if and only if c lies in `coeffSpace N τ`. The convergence is a hypothesis there, but for N ≥ 1 and Im τ > 0 `summable_fourier` supplies it for every solution of the recursion.

The Landau Hamiltonian, the Gaussian prefactor and the expansion of an arbitrary holomorphic f of period 1 in such a series belong to the standard physical reading and are not formalised. With them, and with spin left out, N is the degeneracy of the lowest Landau level for one non-interacting electron in a uniform field, and hence the number of orbitals in a torus calculation restricted to that level.

## Dividing out a Gaussian leaves N free amplitudes

Define g(n) = exp(iπτn²/N). Since

(n+N)²/N = n²/N + 2n + N,

it follows that

g(n+N) = exp(iπτ(2n+N)) g(n).

So g is one solution, and it never vanishes. Write any sequence as c(n) = g(n) h(n). The recursion for c then becomes h(n+N) = h(n), so h is fixed by its values on the N residue classes, and these can be chosen freely. The dimension is N.

In Lean, `gaussianMap N τ` is the linear map that takes amplitudes d, one for each element of `ZMod N`, to the sequence g(n) d(n mod N). Two lemmas carry the count:

- `gaussianMap_injective` cancels the nonzero exponential and uses the fact that every residue class contains an integer.
- `range_gaussianMap` shows that the image is the whole solution space. One direction is the identity for (n+N)²/N, checked by `field_simp` and `ring`. In the other, `h` is the solution divided by the Gaussian, `hp` is its periodicity, and the amplitude of a class is read off at its representative between 0 and N−1.

An injective linear map preserves dimension, and the space of functions on `ZMod N` has dimension N.

## Gaussian decay gives convergence at every z

Let M be the sum of |d(r)| over the residue classes r. Every amplitude is bounded by M, so

|c(n) exp(2πinz)| ≤ M exp(−an² + b|n|), with a = π Im τ / N and b = 2π|Im z|.

Here a > 0. For |n| ≥ 2b/a the exponent is at most −an²/2, which is at most −a|n|/2, so all but finitely many terms are dominated by a geometric series. The Fourier series therefore converges absolutely at every complex z, and z = 0 gives the summability of c.

`summable_fourier` makes the same comparison with a Jacobi theta series already in Mathlib. The equation `e` rewrites each term as an amplitude times `jacobiTheta₂_term n z (τ / N)`, and that series is summable because Im(τ/N) > 0.

## The boundary condition is the recursion

Insert the Fourier series into both sides of the condition along τ. The left side is

f(z+τ) = ∑ c(m) exp(2πimτ) exp(2πimz).

On the right side, put n = m + N in the sum. The factor exp(−2πiNz) cancels the shift, which leaves

exp(−iπNτ) ∑ c(m+N) exp(2πimz).

The difference of the two sides is thus the Fourier series ∑ b(m) exp(2πimz) with

b(m) = c(m) exp(2πimτ) − exp(−iπNτ) c(m+N).

Multiplying b(m) = 0 by exp(iπNτ) gives c(m+N) = exp(iπτ(2m+N)) c(m), which is the recursion. If the recursion holds, all b(m) vanish and the boundary condition follows.

For the converse, the series vanishes at every z, in particular at every real x, and each b(m) has to be shown to be zero. Convergence here is Lean's `HasSum`, which does not depend on the order of the terms and for complex numbers is therefore absolute, so the case x = 0 gives ∑ |b(n)| < ∞. One may therefore multiply by exp(−2πimx) and integrate term by term from 0 to 1:

0 = ∑ b(n) ∫₀¹ exp(2πi(n−m)x) dx = b(m).

The integral is 1 for n = m. For every other n it is

(exp(2πi(n−m)) − 1) / (2πi(n−m)) = 0.

This last argument is `fourier_coeff_eq_zero`. Dominated convergence, with |b(n)| as the bound, justifies the exchange of sum and integral; `hasSum_single` keeps the one surviving term, and uniqueness of the sum equates it with zero. In `mem_coeffSpace_iff_boundary`, the statement `key` is the formula for the difference of the two sides, with `Equiv.addRight` performing the index shift. The two directions then use `linear_combination` to pass between b(m) = 0 and the recursion.
